# Half-half occupation of a Kramers pair adds a quarter of the self-repulsion to one electron's Hartree-Fock interaction energy

Take a single grid point with on-site repulsion $U$, and one electron whose spin-up state has occupation $f$ and whose spin-down state has occupation $1-f$. The density matrix is $D=\mathrm{diag}(f,1-f)$. The Hartree term sees only the total charge, $(\mathrm{tr}\,D)^2=1$, while exchange sees $\mathrm{tr}\,D^2=f^2+(1-f)^2$. Half their difference, times $U$, is $f(1-f)U$. This vanishes for $f=0$ or $1$, as it should for one electron, and equals $U/4$ at $f=1/2$.

The same holds on any finite grid for a two-spinor field $v$ and its time reverse $Tv=-i\sigma_y\bar v$. With the site density $n(x)=|v(x)|^2$ and a real kernel $w$, $U$ is replaced by $J=\sum_{x,y}w(x,y)\,n(x)\,n(y)$.

## Spinors, occupations and energy on a finite grid

The type `X` is the set of grid points. A density matrix $D$ assigns a 2×2 spin block to each ordered pair of points.

In Lean 4 with Mathlib:

```lean
import Mathlib

open Matrix

namespace KramersFractionalOccupation

noncomputable section

variable {X : Type*}

/-- A two-component spinor field on the grid `X`. -/
abbrev SpinorField (X : Type*) := X → Fin 2 → ℂ

/-- A one-particle density matrix: a 2×2 spin block for each pair of grid points. -/
abbrev DensityMatrix (X : Type*) := X → X → Matrix (Fin 2) (Fin 2) ℂ

/-- The Pauli matrix `σ_y`. -/
def pauliY : Matrix (Fin 2) (Fin 2) ℂ := !![0, -Complex.I; Complex.I, 0]

/-- Time reversal `T v = -i σ_y conj(v)`, acting at each grid point. -/
def timeReversal (v : SpinorField X) : SpinorField X :=
  fun x => (-Complex.I) • (pauliY *ᵥ star (v x))

/-- The site density `n(x)`, the squared norm of the spinor at `x`. -/
def density (v : SpinorField X) (x : X) : ℝ := ∑ s, Complex.normSq (v x s)
```

Three states are needed: one occupied spinor, a pair with occupations $f$ and $1-f$, and a pair with any complex 2×2 occupation matrix $P$. The off-diagonal entries of $P$ are coherences between $v$ and $Tv$.

```lean
/-- The density matrix `u u*` of a single occupied spinor `u`; it describes one electron when `u` is
normalised. -/
def pureState (u : SpinorField X) : DensityMatrix X :=
  fun x y => vecMulVec (u x) (star (u y))

/-- The density matrix `f v v* + (1 - f) Tv Tv*` of a fractionally occupied Kramers pair. -/
def fractionalPair (f : ℝ) (v : SpinorField X) : DensityMatrix X :=
  fun x y => (f : ℂ) • vecMulVec (v x) (star (v y))
    + (1 - f : ℂ) • vecMulVec (timeReversal v x) (star (timeReversal v y))

/-- The density matrix of a Kramers pair with a general occupation matrix `P`, whose
off-diagonal entries are coherences between `v` and `Tv`. -/
def pairState (P : Matrix (Fin 2) (Fin 2) ℂ) (v : SpinorField X) : DensityMatrix X :=
  fun x y => P 0 0 • vecMulVec (v x) (star (v y))
    + P 0 1 • vecMulVec (v x) (star (timeReversal v y))
    + P 1 0 • vecMulVec (timeReversal v x) (star (v y))
    + P 1 1 • vecMulVec (timeReversal v x) (star (timeReversal v y))
```

The interaction energy is
$$E[D]=\tfrac12\sum_{x,y}w(x,y)\big[\mathrm{tr}\,D(x,x)\,\mathrm{tr}\,D(y,y)-\mathrm{tr}\,D(x,y)D(y,x)\big].$$

```lean
/-- The Hartree-Fock interaction energy, Hartree minus exchange, for the kernel `w`. -/
def hfInteraction [Fintype X] (w : X → X → ℝ) (D : DensityMatrix X) : ℂ :=
  1 / 2 * ∑ x, ∑ y, (w x y : ℂ) *
    ((D x x).trace * (D y y).trace - (D x y * D y x).trace)

/-- The self-repulsion integral `J = ∑ w(x,y) n(x) n(y)`. -/
def selfRepulsion [Fintype X] (w : X → X → ℝ) (v : SpinorField X) : ℝ :=
  ∑ x, ∑ y, w x y * density v x * density v y
```

Nothing requires $v$ to be normalised. For one electron, take $\sum_x n(x)=1$; if the sum is $N>0$ instead, the self-repulsion of the normalised spinor is $J/N^2$. One-electron energies are left out, and $v$ is held fixed, with no orbital relaxation.

## The partner is the time reverse of $v$

Physically, $Tv$ has the same density as $v$, with spin and current reversed. Writing $v(x)=(a,b)$ gives $\sigma_y\bar v=(-i\bar b,\,i\bar a)$, hence $Tv=(-\bar b,\bar a)$. At every point, therefore, $|Tv|^2=|v|^2=n$ and $v^\dagger Tv=-\bar a\bar b+\bar b\bar a=0$. With $e_0=v$ and $e_1=Tv$, both relations read $e_i(x)^\dagger e_j(x)=\delta_{ij}\,n(x)$.

Since $D(x,y)=\sum_{ij}P_{ij}\,e_i(x)e_j(y)^\dagger$,
$$\mathrm{tr}\,D(x,x)=\sum_{ij}P_{ij}\,e_j(x)^\dagger e_i(x)=\mathrm{tr}P\;n(x),$$
$$\mathrm{tr}\,D(x,y)D(y,x)=\sum_{ijkl}P_{ij}P_{kl}\,[e_j(y)^\dagger e_k(y)]\,[e_l(x)^\dagger e_i(x)]=\mathrm{tr}P^2\;n(x)\,n(y).$$

The first two theorems below give the components of $Tv$, and `density_cast` writes $n$ as $a\bar a+b\bar b$. The density and exchange theorems substitute these and let `ring` compare the polynomials, so local orthogonality is used through components and never stated separately.

```lean
/-- The upper component of `Tv` is minus the conjugate of the lower component of `v`. -/
theorem timeReversal_upper (v : SpinorField X) (x : X) :
    timeReversal v x 0 = -star (v x 1) := by
  simp only [timeReversal, Pi.smul_apply, Matrix.mulVec, dotProduct, Fin.sum_univ_two,
    Pi.star_apply, smul_eq_mul]
  change -Complex.I * (0 * star (v x 0) + -Complex.I * star (v x 1)) = -star (v x 1)
  linear_combination (star (v x 1)) * Complex.I_sq

/-- The lower component of `Tv` is the conjugate of the upper component of `v`. -/
theorem timeReversal_lower (v : SpinorField X) (x : X) :
    timeReversal v x 1 = star (v x 0) := by
  simp only [timeReversal, Pi.smul_apply, Matrix.mulVec, dotProduct, Fin.sum_univ_two,
    Pi.star_apply, smul_eq_mul]
  change -Complex.I * (Complex.I * star (v x 0) + 0 * star (v x 1)) = star (v x 0)
  linear_combination (-star (v x 0)) * Complex.I_sq

private lemma density_cast (v : SpinorField X) (x : X) :
    (density v x : ℂ) = v x 0 * star (v x 0) + v x 1 * star (v x 1) := by
  simp only [density, Fin.sum_univ_two, Complex.ofReal_add, Complex.star_def,
    Complex.mul_conj]

/-- The local density of the pair is the total occupation `tr P` times `n(x)`. -/
theorem pairState_density (P : Matrix (Fin 2) (Fin 2) ℂ) (v : SpinorField X) (x : X) :
    (pairState P v x x).trace = P.trace * density v x := by
  rw [density_cast]
  simp only [pairState, Matrix.trace_fin_two, Matrix.add_apply, Matrix.smul_apply,
    Matrix.vecMulVec_apply, Pi.star_apply, smul_eq_mul, timeReversal_upper,
    timeReversal_lower, star_neg, star_star]
  ring

/-- The exchange trace of the pair between two grid points is `tr P² n(x) n(y)`. -/
theorem pairState_exchange (P : Matrix (Fin 2) (Fin 2) ℂ) (v : SpinorField X) (x y : X) :
    (pairState P v x y * pairState P v y x).trace
      = (P * P).trace * density v x * density v y := by
  rw [density_cast, density_cast]
  simp only [pairState, Matrix.trace_fin_two, Matrix.mul_apply, Fin.sum_univ_two,
    Matrix.add_apply, Matrix.smul_apply, Matrix.vecMulVec_apply, Pi.star_apply,
    smul_eq_mul, timeReversal_upper, timeReversal_lower, star_neg, star_star]
  ring
```

Orthogonality alone would not be enough. Put $v$ at point 1 and its partner at point 2, both spin up with unit norm: the energy is then $f(1-f)\,\tfrac12[w(1,2)+w(2,1)]$, whereas $J=w(1,1)$. These two spinors are orthogonal even point by point; what they lack is a common density.

## The kernel is real and ignores spin

The kernel stands for an instantaneous charge-charge repulsion such as the Coulomb interaction, with some finite value chosen at coincident points. By hand, it multiplies each pair of points after the spin traces have been taken. What remains is
$$(\mathrm{tr}P)^2-\mathrm{tr}P^2=(P_{00}+P_{11})^2-P_{00}^2-P_{11}^2-2P_{01}P_{10}=2\det P,$$
and therefore $E=\tfrac12\cdot 2\det P\cdot J=\det P\;J$.

In the proof, `h` is this identity for one pair of points, and `Finset.mul_sum` takes the common factor out of the finite double sum.

```lean
variable [Fintype X]

/-- The Hartree-Fock interaction energy of a Kramers pair with occupation matrix `P` is
`det P` times the self-repulsion integral. -/
theorem hfInteraction_pairState (w : X → X → ℝ) (P : Matrix (Fin 2) (Fin 2) ℂ)
    (v : SpinorField X) :
    hfInteraction w (pairState P v) = P.det * selfRepulsion w v := by
  -- pointwise, Hartree minus exchange leaves (tr P)² - tr P² = 2 det P
  have h : ∀ x y, (w x y : ℂ) * ((pairState P v x x).trace * (pairState P v y y).trace
      - (pairState P v x y * pairState P v y x).trace)
      = 2 * P.det * ((w x y * density v x * density v y : ℝ) : ℂ) := by
    intro x y
    rw [pairState_density, pairState_density, pairState_exchange]
    simp only [Matrix.trace_fin_two, Matrix.det_fin_two, Matrix.mul_apply,
      Fin.sum_univ_two]
    push_cast
    ring
  simp only [hfInteraction, selfRepulsion, h, ← Finset.mul_sum, Complex.ofReal_sum]
  ring
```

Symmetry of $w$ is not assumed. Real values of $w$ make $J$ real; for $J\ne0$ the energy is still complex if $\det P$ is, which cannot happen for Hermitian $P$. A spin-spin interaction would put Pauli matrices inside the traces, and the local relations above would no longer settle them.

## The occupations are $f$ and $1-f$, without coherence

This describes one electron spread incoherently over the pair. By hand, $P=\mathrm{diag}(f,1-f)$ has determinant $f(1-f)$; the proof rewrites `fractionalPair` as a `pairState` with this matrix.

```lean
/-- With occupations `f` and `1 - f` of `v` and `Tv`, the Hartree-Fock interaction energy is
`f (1 - f)` times the self-repulsion integral. -/
theorem hfInteraction_fractionalPair (w : X → X → ℝ) (f : ℝ) (v : SpinorField X) :
    hfInteraction w (fractionalPair f v) = ((f * (1 - f) * selfRepulsion w v : ℝ) : ℂ) := by
  have h : fractionalPair f v = pairState !![(f : ℂ), 0; 0, 1 - (f : ℂ)] v := by
    funext x y
    simp [fractionalPair, pairState]
  rw [h, hfInteraction_pairState, Matrix.det_fin_two]
  simp
```

If the occupations need not add to one, $\mathrm{diag}(p,q)$ gives $pqJ$; for $p=q=1$ this is the genuine repulsion $J$ of two electrons filling the pair. If coherences are allowed, the matrix with all entries $1/2$ also has half-half occupations, but its determinant is zero: it describes one electron in $(v+Tv)/\sqrt2$.

The reference energy is that of a single occupied spinor $u$. Both traces then equal $|u(x)|^2|u(y)|^2$ and cancel. Subtracting this zero from the value at $f=1/2$ leaves $J/4$.

```lean
/-- One electron in a single spinor has no Hartree-Fock interaction energy: exchange cancels
the Hartree term. -/
theorem hfInteraction_pureState (w : X → X → ℝ) (u : SpinorField X) :
    hfInteraction w (pureState u) = 0 := by
  have h : ∀ x y, (pureState u x x).trace * (pureState u y y).trace
      - (pureState u x y * pureState u y x).trace = 0 := by
    intro x y
    simp only [pureState, Matrix.trace_fin_two, Matrix.mul_apply, Fin.sum_univ_two,
      Matrix.vecMulVec_apply, Pi.star_apply]
    ring
  simp only [hfInteraction, h, mul_zero, Finset.sum_const_zero]

/-- The Hartree-Fock interaction energy at half-half occupation of the Kramers pair, minus that of
the single occupied spinor `v`, is a quarter of the self-repulsion integral. -/
theorem half_occupation_excess (w : X → X → ℝ) (v : SpinorField X) :
    hfInteraction w (fractionalPair (1 / 2) v) - hfInteraction w (pureState v)
      = ((selfRepulsion w v / 4 : ℝ) : ℂ) := by
  rw [hfInteraction_fractionalPair, hfInteraction_pureState, sub_zero]
  congr 1
  ring
```

In a calculation on the caesium atom, a Kramers-restricted self-consistent field may place half an electron in each of the two $6s_{1/2}$ spinors and build the Coulomb and exchange matrices from the resulting density matrix. The valence-valence part of the energy then contains the spurious $J/4$, as computed here for fixed two-spinors on a finite grid. An average-of-configuration energy instead weights the open-shell pair interaction by $n_e(n_e-1)/[m(m-1)]$ for $n_e$ electrons in $m$ spinors, which is zero for one electron in two.

## The self-repulsion is positive

A kernel with positive values and a nonzero $v$ give $J>0$. By hand, the condition enters through
$$\tfrac J4-f(1-f)J=J\,(f-\tfrac12)^2\ge 0,$$
with equality only at $f=1/2$. The proof calls this identity `key`; `positivity` gives the sign, and `hJ.ne'` allows $J$ to be cancelled in the equality case.

```lean
/-- If the self-repulsion integral is positive, the interaction energy at occupations `f` and
`1 - f` is at most a quarter of it, with equality exactly at `f = 1/2`. -/
theorem half_occupation_worst (w : X → X → ℝ) (v : SpinorField X)
    (hJ : 0 < selfRepulsion w v) (f : ℝ) :
    (hfInteraction w (fractionalPair f v)).re ≤ selfRepulsion w v / 4 ∧
      ((hfInteraction w (fractionalPair f v)).re = selfRepulsion w v / 4 ↔ f = 1 / 2) := by
  rw [hfInteraction_fractionalPair, Complex.ofReal_re]
  -- the distance to the bound is a perfect square times J
  have key : selfRepulsion w v / 4 - f * (1 - f) * selfRepulsion w v
      = selfRepulsion w v * (f - 1 / 2) ^ 2 := by ring
  have hnonneg : 0 ≤ selfRepulsion w v * (f - 1 / 2) ^ 2 := by positivity
  refine ⟨by linarith, fun h => ?_, fun h => ?_⟩
  · have h0 : selfRepulsion w v * (f - 1 / 2) ^ 2 = 0 := by linarith
    have h1 : (f - 1 / 2) ^ 2 = 0 := (mul_eq_zero.mp h0).resolve_left hJ.ne'
    have h2 : f - 1 / 2 = 0 := pow_eq_zero_iff (two_ne_zero) |>.mp h1
    linarith
  · rw [h]
    ring

end

end KramersFractionalOccupation
```

```lean
#print axioms KramersFractionalOccupation.half_occupation_excess
#print axioms KramersFractionalOccupation.half_occupation_worst
```

```
'KramersFractionalOccupation.half_occupation_excess' depends on axioms: [propext, Classical.choice, Quot.sound]
'KramersFractionalOccupation.half_occupation_worst' depends on axioms: [propext, Classical.choice, Quot.sound]
```

The inequality fails for $J<0$, for instance at $f=0$, and uniqueness of the maximum fails for $J=0$, where every $f$ gives zero. For $J>0$ the bound holds for all real $f$, but it limits the energy only from above: outside $0\le f\le1$, where the occupations are no longer physical, the energy is negative and its magnitude grows without limit.
